# A Thiele fraction with no vanishing denominators interpolates its data

When a $GW$ calculation evaluates the self-energy on the imaginary frequency axis and quasiparticle energies are wanted, the result still has to be carried to real energies, where the quasiparticle equation is solved. One way to do this is to take the values at finitely many imaginary frequencies, build a continued fraction from them, and evaluate that fraction at a real energy. The step rests on the fraction passing through the values from which it was built.

That property is derived here for arbitrary complex data at finitely many distinct points, in exact arithmetic, provided that no divisor in the construction and no nested denominator at the point in question is zero. It concerns the sampled frequencies. How close the fraction comes to the true self-energy at real energies is a separate question, and a delicate one, since continuation away from the samples can amplify small errors in the data.

The points are $z_0,\dots,z_N$ and the data $u_0,\dots,u_N$, all complex. In the application $z_i$ is an imaginary frequency and $u_i$ the self-energy, or a Green's function, computed there.

```lean
import Mathlib

noncomputable section

namespace ThieleContinuation
```

## Coefficients from reciprocal differences

The coefficients come from a triangular table. Its entries are called reciprocal differences here; in numerical analysis that name often denotes a related table with a different recursion. Write $g_n(i)$ for the entry at level $n$ and point $i$. Level zero holds the data, $g_0(i)=u_i$, and each further level is obtained from the one before:

$$g_{n+1}(i)=\frac{g_n(n)-g_n(i)}{(z_i-z_n)\,g_n(i)} .$$

The coefficients of the fraction are the diagonal entries $a_n=g_n(n)$.

```lean
/-- Reciprocal differences of the data `u` at the points `z`, with levels counted from zero.
Level `n + 1` at point `i` is meant for `z i ≠ z n` and a nonzero level-`n` value at `i`. -/
def recDiff (z u : ℕ → ℂ) : ℕ → ℕ → ℂ
  | 0, i => u i
  | n + 1, i => (recDiff z u n n - recDiff z u n i) / ((z i - z n) * recDiff z u n i)
```

In Lean, `recDiff z u n i` is $g_n(i)$. The points and data are functions on all natural numbers, which avoids carrying a finite index type along. Only entries with $n\le i\le N$ enter a fraction built on $z_0,\dots,z_N$.

The fraction is easiest to handle through its tails. Let $T_n^{(k)}(w)$ be the part that starts at level $n$ and has $k$ further levels, evaluated at the frequency $w$:

$$T_n^{(0)}(w)=a_n,\qquad T_n^{(k+1)}(w)=\frac{a_n}{1+(w-z_n)\,T_{n+1}^{(k)}(w)} .$$

The full fraction is $T_0^{(N)}(w)$. For $N=2$ it reads

$$T_0^{(2)}(w)=\cfrac{a_0}{1+\cfrac{a_1(w-z_0)}{1+a_2(w-z_1)}} .$$

```lean
/-- The part of the Thiele fraction that starts at level `n` and has `k` further levels,
evaluated at frequency `w`. It is meant for `w` at which no nested denominator vanishes. -/
def thieleTail (z u : ℕ → ℂ) : ℕ → ℕ → ℂ → ℂ
  | 0, n, _ => recDiff z u n n
  | k + 1, n, w => recDiff z u n n / (1 + (w - z n) * thieleTail z u k (n + 1) w)
```

The number of further levels comes first among the last three arguments, so `thieleTail z u N 0 w` is the full fraction at $w$.

The fraction can be evaluated as written if every denominator in it is nonzero, from the innermost outwards. Call $w$ regular for $T_n^{(k+1)}$ if it is regular for $T_{n+1}^{(k)}$ and

$$1+(w-z_n)\,T_{n+1}^{(k)}(w)\neq 0 .$$

A tail without further levels has no denominator, and every $w$ is regular for it.

```lean
/-- No nested denominator of the fraction starting at level `n` with `k` further levels
vanishes at frequency `w`. -/
def Regular (z u : ℕ → ℂ) : ℕ → ℕ → ℂ → Prop
  | 0, _, _ => True
  | k + 1, n, w =>
      Regular z u k (n + 1) w ∧ 1 + (w - z n) * thieleTail z u k (n + 1) w ≠ 0
```

Regularity at a sampled frequency means that evaluating the fitted function and its inner tails there involves no division by zero. It is a condition on the fit, which can be checked while the fraction is being evaluated.

## Undoing one step of the recursion

Suppose that $z_i\ne z_n$ and $g_n(i)\ne0$. Multiplying the definition of $g_{n+1}(i)$ by its denominator gives

$$(z_i-z_n)\,g_n(i)\,g_{n+1}(i)=a_n-g_n(i).$$

Moving $g_n(i)$ to the left and factoring it out,

$$g_n(i)\,\bigl[1+(z_i-z_n)\,g_{n+1}(i)\bigr]=a_n .$$

The bracket has the form of a denominator of the fraction, with the tail replaced by a table entry.

```lean
/-- One step of the recursion, solved for the coefficient: if `z i ≠ z n` and the level-`n` value at
point `i` is nonzero, that value times `1 + (z i - z n) * recDiff z u (n + 1) i` is the level-`n`
coefficient. -/
theorem recDiff_step (z u : ℕ → ℂ) {n i : ℕ} (hz : z i ≠ z n)
    (hg : recDiff z u n i ≠ 0) :
    recDiff z u n i * (1 + (z i - z n) * recDiff z u (n + 1) i) = recDiff z u n n := by
  have hd : z i - z n ≠ 0 := sub_ne_zero.2 hz
  have e : recDiff z u (n + 1) i =
      (recDiff z u n n - recDiff z u n i) / ((z i - z n) * recDiff z u n i) := rfl
  have h : (z i - z n) * recDiff z u n i * recDiff z u (n + 1) i
      = recDiff z u n n - recDiff z u n i := by
    rw [e]
    field_simp
  linear_combination h
```

In `recDiff_step`, the equation `h` is the first display. It is obtained by inserting the definition and letting `field_simp` clear the denominators. The final `linear_combination h` is the rearrangement into the second display.

## Every tail reproduces its level of the table

The claim to prove by induction on $k$ is

$$T_n^{(k)}(z_i)=g_n(i)\qquad\text{for } n\le i\le n+k,\quad i\le N,$$

whenever $z_i$ is regular for that tail. For $k=0$ the only possibility is $i=n$, and both sides are $a_n$.

Now assume the claim for $k$ and every starting level, and consider $T_n^{(k+1)}(z_i)$. There are two cases.

If $i=n$, the factor $z_i-z_n$ vanishes. The denominator is then $1$, and the tail equals $a_n=g_n(n)$.

If $i>n$, the point $i$ lies within the range of the next tail, so the induction hypothesis gives $T_{n+1}^{(k)}(z_i)=g_{n+1}(i)$. Hence

$$T_n^{(k+1)}(z_i)=\frac{a_n}{1+(z_i-z_n)\,g_{n+1}(i)}=g_n(i).$$

The last equality is the inverted recursion, divided by a bracket that regularity makes nonzero.

```lean
/-- For distinct points and nonzero divisors in the recursion up to index `N`, the tail starting at
level `n` with `k` further levels takes the value `recDiff z u n i` at `z i` whenever `n ≤ i ≤ n +
k` and `i ≤ N`, provided none of its nested denominators vanishes at `z i`. -/
theorem tail_interpolates (z u : ℕ → ℂ) {N : ℕ} (hz : Set.InjOn z (Set.Iic N))
    (hg : ∀ n i, n < i → i ≤ N → recDiff z u n i ≠ 0) (k : ℕ) :
    ∀ n i, n ≤ i → i ≤ n + k → i ≤ N → Regular z u k n (z i) →
      thieleTail z u k n (z i) = recDiff z u n i := by
  induction k with
  | zero =>
    intro n i h1 h2 _ _
    obtain rfl : i = n := by omega
    rfl
  | succ k ih =>
    intro n i h1 h2 hN hr
    obtain ⟨hr1, hd⟩ : Regular z u k (n + 1) (z i) ∧
      1 + (z i - z n) * thieleTail z u k (n + 1) (z i) ≠ 0 := hr
    rcases eq_or_lt_of_le h1 with h | h
    · -- at its own point the fraction is cut off after the first coefficient
      subst h
      simp [thieleTail]
    · -- at later points the recursion is inverted
      have ih' := ih (n + 1) i (by omega) (by omega) hN hr1
      have hne : z i ≠ z n := fun he => by
        have := hz (Set.mem_Iic.2 hN) (Set.mem_Iic.2 (by omega)) he
        omega
      rw [ih'] at hd
      change recDiff z u n n / (1 + (z i - z n) * thieleTail z u k (n + 1) (z i)) = _
      rw [ih', div_eq_iff hd]
      exact (recDiff_step z u hne (hg n i h hN)).symm
```

The hypothesis `hz` says that $z_0,\dots,z_N$ are distinct: `Set.InjOn z (Set.Iic N)` is injectivity on the indices up to $N$. The hypothesis `hg` says that $g_n(i)\neq0$ for $n<i\le N$, which covers exactly the table entries used as divisors. At level zero it requires the sampled function to be nonzero at every point after the first. At level one it requires $u_i\ne u_0$ for $2\le i\le N$.

The proof follows the induction above. The split `rcases eq_or_lt_of_le h1` separates $i=n$ from $i>n$. In the second case `ih'` replaces the inner tail by the table entry, `div_eq_iff hd` multiplies by the nonzero denominator, and `recDiff_step` supplies the remaining identity.

## Continuity at a regular frequency

A constant tail is continuous. If $T_{n+1}^{(k)}$ is continuous at $w$, then so is $1+(x-z_n)T_{n+1}^{(k)}(x)$ as a function of $x$. Dividing the constant $a_n$ by it preserves continuity at $w$, because regularity makes this denominator nonzero there. Induction on $k$ carries the property through the whole fraction.

```lean
/-- The fraction is continuous at every frequency where no nested denominator vanishes. -/
theorem tail_continuousAt (z u : ℕ → ℂ) (k : ℕ) :
    ∀ n w, Regular z u k n w → ContinuousAt (fun x => thieleTail z u k n x) w := by
  induction k with
  | zero =>
    intro n w _
    change ContinuousAt (fun _ : ℂ => recDiff z u n n) w
    exact continuousAt_const
  | succ k ih =>
    intro n w hr
    obtain ⟨hr1, hd⟩ : Regular z u k (n + 1) w ∧
      1 + (w - z n) * thieleTail z u k (n + 1) w ≠ 0 := hr
    change ContinuousAt
      (fun x => recDiff z u n n / (1 + (x - z n) * thieleTail z u k (n + 1) x)) w
    exact continuousAt_const.div (continuousAt_const.add
      ((continuousAt_id.sub continuousAt_const).mul (ih (n + 1) w hr1))) hd
```

The theorem `tail_continuousAt` needs neither distinct points nor nonzero table entries. Once the coefficients are given as numbers, only the denominators of the fraction matter. The proof term at the end assembles continuity from the sum, product and quotient rules, with `hd` as the nonzero denominator.

## Interpolation at the sampled frequencies

Setting $n=0$ and $k=N$ in the tail formula gives, at each regular $z_i$ with $i\le N$,

$$T_0^{(N)}(z_i)=g_0(i)=u_i ,$$

and the continuity result applies at the same point.

```lean
/-- Thiele interpolation: for distinct points and nonzero divisors in the recursion, the
fraction takes the value `u i` at `z i` and is continuous there, provided none of its nested
denominators vanishes at `z i`. -/
theorem thiele_interpolation (z u : ℕ → ℂ) {N : ℕ} (hz : Set.InjOn z (Set.Iic N))
    (hg : ∀ n i, n < i → i ≤ N → recDiff z u n i ≠ 0)
    {i : ℕ} (hi : i ≤ N) (hr : Regular z u N 0 (z i)) :
    thieleTail z u N 0 (z i) = u i ∧
      ContinuousAt (fun w => thieleTail z u N 0 w) (z i) :=
  ⟨tail_interpolates z u hz hg N 0 i (Nat.zero_le i) (by omega) hi hr,
    tail_continuousAt z u N 0 (z i) hr⟩
```

Read in words, `thiele_interpolation` takes distinct points, nonzero divisors in the table, an index $i\le N$, and a fraction that is regular at $z_i$. It concludes that the fraction equals $u_i$ at $z_i$ and is continuous there. The second part ties the value at the sample to the values nearby, so the fitted curve really does run through the datum. Regularity is required only at the point being considered; interpolation at all samples follows if it holds at all of them. For $N=0$ the fraction is the constant $u_0$.

## A single pole is recovered from two samples

For one non-interacting level of energy $\varepsilon$, the Green's function is $1/(w-\varepsilon)$. Two distinct sample points $z_0,z_1\ne\varepsilon$ give $a_0=1/(z_0-\varepsilon)$ and

$$a_1=\frac{\dfrac1{z_0-\varepsilon}-\dfrac1{z_1-\varepsilon}}{\dfrac{z_1-z_0}{z_1-\varepsilon}}
=\frac{z_1-z_0}{(z_0-\varepsilon)(z_1-\varepsilon)}\cdot\frac{z_1-\varepsilon}{z_1-z_0}
=\frac1{z_0-\varepsilon}.$$

The denominator of the fraction is therefore

$$1+\frac{w-z_0}{z_0-\varepsilon}=\frac{w-\varepsilon}{z_0-\varepsilon},$$

which is nonzero for $w\ne\varepsilon$. Dividing $a_0$ by it gives

$$T_0^{(1)}(w)=\frac1{w-\varepsilon}.$$

In this one-level model, two samples on the imaginary axis thus fix the function at every real energy away from the pole.

```lean
/-- For a Green's function with a single pole at `ε`, sampled at two distinct points off the
pole, the two-point Thiele fraction is regular and equals `1 / (w - ε)` at every `w ≠ ε`. -/
theorem single_pole_recovered (z : ℕ → ℂ) (ε w : ℂ) (h01 : z 1 ≠ z 0)
    (h0 : z 0 ≠ ε) (h1 : z 1 ≠ ε) (hw : w ≠ ε) :
    Regular z (fun i => 1 / (z i - ε)) 1 0 w ∧
      thieleTail z (fun i => 1 / (z i - ε)) 1 0 w * (w - ε) = 1 := by
  have hd : z 1 - z 0 ≠ 0 := sub_ne_zero.2 h01
  have k0 : z 0 - ε ≠ 0 := sub_ne_zero.2 h0
  have k1 : z 1 - ε ≠ 0 := sub_ne_zero.2 h1
  have kw : w - ε ≠ 0 := sub_ne_zero.2 hw
  have hA : (z 0 - ε) * (z 0 - ε)⁻¹ = 1 := mul_inv_cancel₀ k0
  have hB : (z 1 - ε) * (z 1 - ε)⁻¹ = 1 := mul_inv_cancel₀ k1
  -- the second coefficient equals the first
  have h : recDiff z (fun i => 1 / (z i - ε)) 1 1 = 1 / (z 0 - ε) := by
    change (1 / (z 0 - ε) - 1 / (z 1 - ε)) / ((z 1 - z 0) * (1 / (z 1 - ε))) = _
    rw [div_eq_iff (mul_ne_zero hd (one_div_ne_zero k1))]
    linear_combination (z 1 - ε)⁻¹ * hA - (z 0 - ε)⁻¹ * hB
  have hden : 1 + (w - z 0) * (1 / (z 0 - ε)) = (w - ε) / (z 0 - ε) := by
    linear_combination -hA
  constructor
  · change True ∧ 1 + (w - z 0) * recDiff z (fun i => 1 / (z i - ε)) 1 1 ≠ 0
    rw [h, hden]
    exact ⟨trivial, div_ne_zero kw k0⟩
  · change 1 / (z 0 - ε) /
      (1 + (w - z 0) * recDiff z (fun i => 1 / (z i - ε)) 1 1) * (w - ε) = 1
    rw [h, hden]
    field_simp
```

The theorem `single_pole_recovered` states the value as the product $T_0^{(1)}(w)\,(w-\varepsilon)=1$, together with regularity at $w$. Within the proof, `h` is the computation of $a_1$ and `hden` that of the denominator; both parts of the conclusion then follow by substitution.

More samples of such data do not automatically help the construction. The same algebra gives $g_1(i)=1/(z_0-\varepsilon)$ for every $i\ge1$, so $g_2(i)=0$ for $i\ge2$. With four or more points this zero is needed as a divisor, and the table should be stopped before that.

## Without regularity, a datum can be missed

Nonzero divisors in the table do not guarantee a regular fraction. Three points are enough to show it. Take $z_n=n$.

```lean
/-- The points `0, 1, 2, …` on the real axis. -/
def gridPoints (n : ℕ) : ℂ := n
```

Let the data at these points be $u_0=1$ and $u_1=u_2=2$.

```lean
/-- Data with the value `1` at the first point and `2` at all others. -/
def stepData (n : ℕ) : ℂ := if n = 0 then 1 else 2
```

The entries of the table are

$$g_1(1)=\frac{1-2}{1\cdot2}=-\frac12,\qquad g_1(2)=\frac{1-2}{2\cdot2}=-\frac14,$$

$$g_2(2)=\frac{-\frac12+\frac14}{1\cdot(-\frac14)}=1 .$$

The divisors $g_0(1)=2$, $g_0(2)=2$ and $g_1(2)=-\tfrac14$ are all nonzero, and the coefficients are $a_0=1$, $a_1=-\tfrac12$, $a_2=1$. The innermost denominator is $1+(w-1)=w$. For $w\ne0$ the fraction is therefore

$$T_0^{(2)}(w)=\frac{1}{1+w\cdot\dfrac{-1/2}{w}}=\frac1{1-\frac12}=2 .$$

It agrees with the data at $1$ and $2$, but near the origin it stays at $2$ although the datum there is $1$. The inner tail has a pole at $z_0=0$, and this pole cancels the factor $w-z_0$ that should have isolated the first coefficient.

```lean
/-- For the data `1, 2, 2` at `0, 1, 2` no divisor in the recursion vanishes, yet the Thiele
fraction equals `2` at every `w ≠ 0`. -/
theorem unattainable_point :
    (∀ n i, n < i → i ≤ 2 → recDiff gridPoints stepData n i ≠ 0) ∧
      ∀ w : ℂ, w ≠ 0 → thieleTail gridPoints stepData 2 0 w = 2 := by
  constructor
  · intro n i hn hi
    interval_cases i <;> interval_cases n <;> norm_num [recDiff, gridPoints, stepData]
  · intro w hw
    have a0 : recDiff gridPoints stepData 0 0 = 1 := by norm_num [recDiff, stepData]
    have a1 : recDiff gridPoints stepData 1 1 = -1 / 2 := by
      norm_num [recDiff, gridPoints, stepData]
    have a2 : recDiff gridPoints stepData 2 2 = 1 := by
      norm_num [recDiff, gridPoints, stepData]
    change recDiff gridPoints stepData 0 0 / (1 + (w - ((0 : ℕ) : ℂ)) *
      (recDiff gridPoints stepData 1 1 / (1 + (w - ((1 : ℕ) : ℂ)) *
        recDiff gridPoints stepData 2 2))) = 2
    -- the inner tail has a pole at the origin, which cancels the factor `w`
    have e1 : 1 + (w - ((1 : ℕ) : ℂ)) * 1 = w := by
      push_cast
      ring
    have hw' : w * w⁻¹ = 1 := mul_inv_cancel₀ hw
    have e2 : 1 + (w - ((0 : ℕ) : ℂ)) * (-1 / 2 / w) = 1 / 2 := by
      push_cast
      linear_combination (-1 / 2) * hw'
    rw [a0, a1, a2, e1, e2]
    norm_num

end ThieleContinuation
```

The first half of `unattainable_point` runs through the three divisors with `interval_cases`. In the second half, `a0`, `a1` and `a2` are the coefficients, `e1` is the innermost denominator and `e2` is the cancellation that leaves $\tfrac12$.

At $w=0$ itself, Lean's convention that division by zero gives zero makes the fraction return $1$, which is the correct datum at an isolated point. The continuity asserted in `thiele_interpolation` is what fails there. Placing the points on the real axis is only a convenience: the samples $0,\mathrm i,2\mathrm i$ with the same data behave in the same way. The data are chosen for simple arithmetic and are not those of a diagonal element of a Green's function, whose imaginary part would be strictly negative at $\mathrm i$ and $2\mathrm i$.

```lean
#print axioms ThieleContinuation.thiele_interpolation
-- 'ThieleContinuation.thiele_interpolation' depends on axioms: [propext, Classical.choice, Quot.sound]
#print axioms ThieleContinuation.single_pole_recovered
-- 'ThieleContinuation.single_pole_recovered' depends on axioms: [propext, Classical.choice, Quot.sound]
#print axioms ThieleContinuation.unattainable_point
-- 'ThieleContinuation.unattainable_point' depends on axioms: [propext, Classical.choice, Quot.sound]
```
